# On a ring of n sites, antisymmetrised plane-wave integrals of an interaction w(x−y) vanish unless momentum is conserved modulo n

Two spinless electrons sit on a ring of n sites and interact through a kernel w(x−y) that depends only on their separation. In a plane-wave basis, I expect the antisymmetrised integral A(k,l,p,q) = ⟨kl|pq⟩ − ⟨kl|qp⟩ to be zero unless k+l = p+q, and otherwise to be a difference of two Fourier components of w, divided by n. I would like to see the prefactor, the signs and the meaning of "momentum conservation" on a finite ring pinned down rigorously, with a proof that a machine has checked. How does that go in Lean 4 with Mathlib?

## Separating the relative coordinate

Positions and momenta are both residues modulo n, with n ≥ 1. Write e(a) = exp(2πi a/n), which depends only on the residue of a. The orbitals and the transform of the kernel are

φ_k(x) = e(kx)/√n

W(k) = Σ_u w(u) e(−ku)

and the two-electron integral is

⟨kl|pq⟩ = Σ_x Σ_y conj(φ_k(x)) conj(φ_l(y)) w(x−y) φ_p(x) φ_q(y).

One sum is needed first. If a = 0, every term of Σ_y e(ya) is 1 and the sum is n. If a ≠ 0, then z = e(a) satisfies z ≠ 1 and zⁿ = 1, so the geometric sum (zⁿ−1)/(z−1) is zero. In particular,

Σ_x conj(φ_k(x)) φ_p(x) = (1/n) Σ_x e(x(p−k)),

which is 1 for k = p and 0 otherwise, so the orbitals are orthonormal.

In the two-electron integral the four normalisation factors give 1/n², and the phases combine to e(−kx − ly + px + qy). Put x = u + y. The argument becomes

−(k−p)u + (p+q−k−l)y.

For fixed y, u runs over the whole ring, so the double sum factorises:

⟨kl|pq⟩ = (1/n²) · W(k−p) · Σ_y e(y(p+q−k−l)).

The last sum is n if k+l = p+q and zero otherwise. Hence ⟨kl|pq⟩ = W(k−p)/n when momentum is conserved, and zero when it is not. Exchanging p and q leaves the condition unchanged and turns W(k−p) into W(k−q). Subtracting gives, for k+l = p+q,

A(k,l,p,q) = (W(k−p) − W(k−q))/n,

and zero in all other cases.

## Two consequences for the interaction

Let S be a set of occupied plane waves. In Σ_{i∈S} A(k,i,p,i), the condition k+i = p+i means k = p. The Coulomb-minus-exchange matrix is therefore diagonal, with entries

(|S| W(0) − Σ_{i∈S} W(k−i))/n.

The second consequence says when the interaction disappears altogether: all A(k,l,p,q) vanish exactly when w(u) = 0 for every u ≠ 0. Suppose they all vanish. The choice k = 0, l = −a, p = −a, q = 0 conserves momentum and gives W(a) = W(0) for every a. Fourier inversion then yields, for u ≠ 0,

n w(u) = Σ_k W(k) e(ku) = W(0) Σ_k e(ku) = 0.

Conversely, if w acts only at zero separation, then W(a) = w(0) for all a, and the two terms of A cancel. Physically, two spinless fermions never share a site, so they do not feel an on-site interaction.

## What the Lean statements say

The type `ZMod n` serves for both sites and momenta, and `[NeZero n]` expresses n ≥ 1. The equation `k + l = p + q` is thus an equality of residues: total momentum is conserved up to a multiple of n, so umklapp processes are included. The function `phase` is Mathlib's standard additive character, and `phase_intCast` identifies it with the explicit exponential for any integer representative. `planeWave`, `kernelFT`, `twoElectron` and `antisymIntegral` are φ, W, ⟨kl|pq⟩ and A. In the bra-ket order used here, k and p belong to position x, while l and q belong to y.

The main theorem is `antisymIntegral_eq`. Its kernel `w : ZMod n → ℂ` is arbitrary; neither reality nor w(u) = w(−u) is assumed, although a physical interaction between identical particles would have both. The model is one-dimensional, finite and without spin; no continuum or infinite-size limit is taken. Within this ring model, at most n³ of the n⁴ integrals can be non-zero, since k, l and p fix q. The formula gives each of them from the n numbers W(a), so a configuration-interaction or perturbation calculation can store those numbers instead of a table of integrals.

```lean
import Mathlib

open ComplexConjugate

namespace PlaneWaveIntegrals

noncomputable section

variable {n : ℕ} [NeZero n]

/-- The phase factor `exp(2πi a/n)` of a residue `a` modulo `n`. -/
def phase (a : ZMod n) : ℂ := ZMod.stdAddChar (N := n) a

/-- The normalised plane wave of momentum `k` on the ring of `n` sites. -/
def planeWave (k x : ZMod n) : ℂ := phase (k * x) / ((Real.sqrt (n : ℝ) : ℝ) : ℂ)

/-- The Fourier transform `W(k) = ∑ u, w(u) exp(-2πi k u/n)` of the interaction kernel. -/
def kernelFT (w : ZMod n → ℂ) (k : ZMod n) : ℂ := ∑ u, w u * phase (-(k * u))

/-- The two-electron integral `⟨k l | p q⟩` of the interaction `w(x - y)` over plane waves. -/
def twoElectron (w : ZMod n → ℂ) (k l p q : ZMod n) : ℂ :=
  ∑ x, ∑ y, conj (planeWave k x) * conj (planeWave l y) * w (x - y)
    * planeWave p x * planeWave q y

/-- The antisymmetrised integral `⟨k l | p q⟩ - ⟨k l | q p⟩`. -/
def antisymIntegral (w : ZMod n → ℂ) (k l p q : ZMod n) : ℂ :=
  twoElectron w k l p q - twoElectron w k l q p

/-- The phase factor is `exp(2πi j/n)` for every integer `j` representing the residue. -/
theorem phase_intCast (j : ℤ) :
    phase (j : ZMod n) = Complex.exp (2 * Real.pi * Complex.I * j / n) :=
  ZMod.stdAddChar_coe j

/-- Phase factors multiply when their arguments are added. -/
theorem phase_add (a b : ZMod n) : phase (a + b) = phase a * phase b :=
  AddChar.map_add_eq_mul _ a b

/-- Complex conjugation reverses the sign of the argument of a phase factor. -/
theorem conj_phase (a : ZMod n) : conj (phase a) = phase (-a) := by
  obtain ⟨j, rfl⟩ := ZMod.intCast_surjective a
  rw [← Int.cast_neg, phase_intCast, phase_intCast, ← Complex.exp_conj]
  congr 1
  simp only [map_div₀, map_mul, Complex.conj_I, Complex.conj_ofReal, map_natCast,
    map_intCast, map_ofNat, Int.cast_neg]
  ring

/-- The phases `exp(2πi y a/n)` summed over the ring give `n` if `a = 0` and cancel otherwise. -/
theorem sum_phase (a : ZMod n) :
    ∑ y : ZMod n, phase (y * a) = if a = 0 then (n : ℂ) else 0 := by
  unfold phase
  rw [AddChar.sum_mulShift a (ZMod.isPrimitive_stdAddChar n)]
  simp [ZMod.card]

/-- The plane waves on the ring are orthonormal. -/
theorem planeWave_orthonormal (k p : ZMod n) :
    ∑ x, conj (planeWave k x) * planeWave p x = if k = p then 1 else 0 := by
  have hn : (n : ℂ) ≠ 0 := Nat.cast_ne_zero.mpr (NeZero.ne n)
  have hs : ((Real.sqrt (n : ℝ) : ℝ) : ℂ) * ((Real.sqrt (n : ℝ) : ℝ) : ℂ) = n := by
    exact_mod_cast Real.mul_self_sqrt (Nat.cast_nonneg (α := ℝ) n)
  have hterm : ∀ x : ZMod n,
      conj (planeWave k x) * planeWave p x = phase (x * (p - k)) / n := by
    intro x
    simp only [planeWave, map_div₀, conj_phase, Complex.conj_ofReal]
    rw [div_mul_div_comm, hs, ← phase_add,
      show -(k * x) + p * x = x * (p - k) by ring]
  rw [Finset.sum_congr rfl (fun x _ => hterm x), ← Finset.sum_div, sum_phase]
  by_cases h : k = p
  · rw [if_pos (sub_eq_zero.mpr h.symm), if_pos h, div_self hn]
  · rw [if_neg (fun h' => h (sub_eq_zero.mp h').symm), if_neg h, zero_div]

/-- The two-electron integral `⟨k l | p q⟩` is `W(k - p)/n` if total momentum is conserved,
and zero otherwise. -/
theorem twoElectron_eq (w : ZMod n → ℂ) (k l p q : ZMod n) :
    twoElectron w k l p q = if k + l = p + q then kernelFT w (k - p) / n else 0 := by
  have hn : (n : ℂ) ≠ 0 := Nat.cast_ne_zero.mpr (NeZero.ne n)
  have hs : ((Real.sqrt (n : ℝ) : ℝ) : ℂ) * ((Real.sqrt (n : ℝ) : ℝ) : ℂ) = n := by
    exact_mod_cast Real.mul_self_sqrt (Nat.cast_nonneg (α := ℝ) n)
  -- separate the relative coordinate x - y from the position y
  have hterm : ∀ x y : ZMod n,
      conj (planeWave k x) * conj (planeWave l y) * w (x - y) * planeWave p x * planeWave q y
        = w (x - y) * phase (-((k - p) * (x - y)))
          * (phase (y * (p + q - k - l)) / (n : ℂ) ^ 2) := by
    intro x y
    have hphase : phase (-(k * x)) * phase (-(l * y)) * phase (p * x) * phase (q * y)
        = phase (-((k - p) * (x - y))) * phase (y * (p + q - k - l)) := by
      simp only [← phase_add]
      congr 1
      ring
    simp only [planeWave, map_div₀, conj_phase, Complex.conj_ofReal]
    generalize ((Real.sqrt (n : ℝ) : ℝ) : ℂ) = s at hs ⊢
    calc _ = (phase (-(k * x)) * phase (-(l * y)) * phase (p * x) * phase (q * y))
          * w (x - y) / ((s * s) * (s * s)) := by ring
      _ = _ := by rw [hphase, hs]; ring
  -- for fixed y the relative coordinate runs over the whole ring
  have hrel : ∀ y : ZMod n, ∑ x, w (x - y) * phase (-((k - p) * (x - y)))
      = kernelFT w (k - p) := fun y =>
    Equiv.sum_comp (Equiv.subRight y) (fun u => w u * phase (-((k - p) * u)))
  unfold twoElectron
  simp only [hterm]
  rw [Finset.sum_comm]
  simp only [← Finset.sum_mul, hrel]
  -- the remaining sum over y enforces momentum conservation
  rw [← Finset.mul_sum, ← Finset.sum_div, sum_phase]
  by_cases h : k + l = p + q
  · rw [if_pos (by linear_combination -h), if_pos h]
    field_simp
  · rw [if_neg (fun h' => h (by linear_combination -h')), if_neg h, zero_div, mul_zero]

/-- The antisymmetrised plane-wave integral vanishes unless `k + l = p + q`, and then equals
`(W(k - p) - W(k - q))/n`. -/
theorem antisymIntegral_eq (w : ZMod n → ℂ) (k l p q : ZMod n) :
    antisymIntegral w k l p q =
      if k + l = p + q then (kernelFT w (k - p) - kernelFT w (k - q)) / n else 0 := by
  rw [antisymIntegral, twoElectron_eq, twoElectron_eq, add_comm q p]
  split_ifs <;> ring

/-- The Coulomb-minus-exchange matrix of a set `S` of occupied plane waves is diagonal in
momentum, with diagonal entries `(|S| W(0) - ∑ i ∈ S, W(k - i))/n`. -/
theorem meanField_diagonal (w : ZMod n → ℂ) (S : Finset (ZMod n)) (k p : ZMod n) :
    ∑ i ∈ S, antisymIntegral w k i p i =
      if k = p then (S.card * kernelFT w 0 - ∑ i ∈ S, kernelFT w (k - i)) / n else 0 := by
  by_cases h : k = p
  · subst h
    simp only [antisymIntegral_eq, if_true, sub_self]
    rw [← Finset.sum_div, Finset.sum_sub_distrib, Finset.sum_const, nsmul_eq_mul]
  · rw [if_neg h]
    refine Finset.sum_eq_zero fun i _ => ?_
    rw [antisymIntegral_eq, if_neg (fun h' => h (add_right_cancel h'))]

/-- All antisymmetrised plane-wave integrals vanish exactly when the interaction is zero
between distinct sites. -/
theorem antisymIntegral_zero_iff (w : ZMod n → ℂ) :
    (∀ k l p q, antisymIntegral w k l p q = 0) ↔ ∀ u, u ≠ 0 → w u = 0 := by
  have hn : (n : ℂ) ≠ 0 := Nat.cast_ne_zero.mpr (NeZero.ne n)
  constructor
  · intro hA u hu
    -- momentum-conserving integrals force W to be constant
    have hconst : ∀ a, kernelFT w a = kernelFT w 0 := by
      intro a
      have h := hA 0 (-a) (-a) 0
      rw [antisymIntegral_eq, if_pos (by ring), sub_neg_eq_add, zero_add, sub_zero] at h
      exact sub_eq_zero.mp ((div_eq_zero_iff.mp h).resolve_right hn)
    -- Fourier inversion recovers w from W
    have hinv : ∑ k, kernelFT w k * phase (k * u) = w u * n := by
      simp only [kernelFT, Finset.sum_mul]
      rw [Finset.sum_comm]
      have hv : ∀ v : ZMod n, ∑ k, w v * phase (-(k * v)) * phase (k * u)
          = if u = v then w v * n else 0 := by
        intro v
        calc _ = w v * ∑ k, phase (k * (u - v)) := by
              rw [Finset.mul_sum]
              refine Finset.sum_congr rfl fun k _ => ?_
              rw [show k * (u - v) = -(k * v) + k * u by ring, phase_add, mul_assoc]
          _ = _ := by
              rw [sum_phase]
              simp only [sub_eq_zero, mul_ite, mul_zero]
      simp only [hv, Finset.sum_ite_eq, Finset.mem_univ, if_true]
    have hzero : ∑ k, kernelFT w k * phase (k * u) = 0 := by
      rw [Finset.sum_congr rfl (fun k _ => by rw [hconst k]), ← Finset.mul_sum,
        sum_phase, if_neg hu, mul_zero]
    exact (mul_eq_zero.mp (hinv.symm.trans hzero)).resolve_right hn
  · intro hw k l p q
    -- an on-site kernel has a constant Fourier transform
    have hW : ∀ a, kernelFT w a = w 0 := by
      intro a
      rw [kernelFT, Finset.sum_eq_single 0 (fun u _ hu => by rw [hw u hu, zero_mul])
        (fun h => absurd (Finset.mem_univ _) h)]
      simp [phase]
    rw [antisymIntegral_eq, hW, hW, sub_self, zero_div, ite_self]

end

end PlaneWaveIntegrals
```

```lean
#print axioms PlaneWaveIntegrals.planeWave_orthonormal
#print axioms PlaneWaveIntegrals.meanField_diagonal
#print axioms PlaneWaveIntegrals.antisymIntegral_zero_iff
```

```
'PlaneWaveIntegrals.planeWave_orthonormal' depends on axioms: [propext, Classical.choice, Quot.sound]
'PlaneWaveIntegrals.meanField_diagonal' depends on axioms: [propext, Classical.choice, Quot.sound]
'PlaneWaveIntegrals.antisymIntegral_zero_iff' depends on axioms: [propext, Classical.choice, Quot.sound]
```

## How the proof follows the derivation

`phase_add` and `conj_phase` supply the rules for combining phases. `sum_phase` obtains the sum over the ring from the fact that the standard character is primitive, where the derivation above used a geometric series. `planeWave_orthonormal` combines these three.

The main work is in `twoElectron_eq`:

- `hterm` rewrites each summand as a factor in x−y times a factor in y. The identity between the phase arguments is closed by `ring`, and `hs` turns the product of two square roots into n.
- `hrel` is the change of variable u = x−y at fixed y. `Equiv.subRight y` is the bijection of the ring that justifies it.
- `Finset.sum_comm` puts the sum over x inside, so that `hrel` applies. `sum_phase` then evaluates the sum over y, and a case split on `k + l = p + q` finishes the proof.

`antisymIntegral_eq` applies this result to both integrals, uses `add_comm q p` to give them the same condition, and subtracts case by case.

In `meanField_diagonal`, the off-diagonal case cancels i from k+i = p+i, and the diagonal case sums the main formula over S. In `antisymIntegral_zero_iff`, `hconst` makes the special choice of momenta, `hinv` proves Fourier inversion by exchanging sums and applying `sum_phase`, and `hzero` evaluates the same sum for constant W. For the converse, `hW` reduces the transform of an on-site kernel to its single surviving term.
